# An error $d$ in a dielectric operator changes its inverse by at most $d/(1+d)$ when $\varepsilon-1$ stays positive semidefinite

A GW calculation for a crystal commonly builds the dielectric matrix $\varepsilon$ from a sum over a finite $k$-point grid, inverts it, and uses $\varepsilon^{-1}$ to form the screened interaction $W$. The bounds below limit how far an error in $\varepsilon$ can grow in the inversion.

Take the symmetrised form $\varepsilon = 1 - v^{1/2}\chi_0 v^{1/2}$, where $v$ is the Coulomb interaction and $\chi_0$ the independent-particle response, at a fixed nonzero wave vector and at zero or imaginary frequency. Write $X$ for the exact $\varepsilon-1$, $Y$ for its grid value, and $d=\|X-Y\|$ for their distance in operator norm. At zero frequency the exact $X$ is positive semidefinite because a static perturbation cannot raise the ground-state energy of independent particles at second order. On the imaginary axis we assume time-reversal symmetry: each transition then combines with its time-reversed partner into a Hermitian term of the same sign. A grid sum keeps this property for $Y$ if the occupations never increase with energy and the $k$-point weights are positive and, on the imaginary axis, equal for the two partners. Interpolation, a correction term or a smearing with non-monotonic occupations may destroy it. There are two bounds:

- If $X$ and $Y$ are both positive semidefinite, then $\|(1+X)^{-1}-(1+Y)^{-1}\|\le d/(1+d)$.
- If $X$ is positive semidefinite and $d<1$, then $1+Y$ is invertible and the difference is at most $d/(1-d)$.

For $d=0.5$ they give $1/3$ and $1$. The first stays below 1 for every $d$. Both require the exact $\varepsilon$ to be Hermitian, so they do not in general cover $W$ at nonzero real frequencies, where $\varepsilon$ need not be Hermitian.

## From quadratic forms to the two bounds

**Invertibility.** Suppose $\mathrm{Re}\langle x,Ax\rangle\ge c\|x\|^2$ for all $x$, with $c>0$. By Cauchy–Schwarz $\|Ax\|\ge c\|x\|$, so $A$ is injective with closed range. A vector $z$ orthogonal to the range has $\langle z,Az\rangle=0$, hence $z=0$. So $A$ is invertible and $\|A^{-1}\|\le 1/c$. For $A=1+X$ we may take $c=1$.

**Both operators positive.** For a vector $f$ let $u=(1+X)^{-1}f$ and $v=(1+Y)^{-1}f$ be the two screened responses (from here on $v$ is a vector, unless it appears as $v^{1/2}$), and let $s=1+d$. Since $1+X$ is positive,

$$0\le\langle su-v,(1+X)(su-v)\rangle=s^2\langle f,u\rangle-2s\langle f,v\rangle+\langle v,(1+X)v\rangle .$$

The forms of $X$ and $Y$ differ by at most $d\|v\|^2$ at $v$, and $\langle v,Yv\rangle\ge0$, so

$$\langle v,(1+X)v\rangle\le(1+d)\|v\|^2+\langle v,Yv\rangle\le s\langle v,(1+Y)v\rangle=s\langle f,v\rangle .$$

Inserting this and dividing by $s$ gives $\langle f,v\rangle\le(1+d)\langle f,u\rangle$. Therefore

$$\langle f,v\rangle-\langle f,u\rangle\le\frac{d}{1+d}\langle f,v\rangle\le\frac{d}{1+d}\|f\|^2 ,$$

and exchanging $X$ and $Y$ bounds the opposite difference.

**From the form to the norm.** The difference $T$ of the two inverses is Hermitian, with $|\langle f,Tf\rangle|\le c\|f\|^2$ and now $c=d/(1+d)$. If $d=0$ there is nothing to show. Otherwise set $a=Ty$ and $b=cy$ for a vector $y$. Polarization and the parallelogram law give

$$4c\|a\|^2=\langle a+b,T(a+b)\rangle-\langle a-b,T(a-b)\rangle\le 2c\left(\|a\|^2+\|b\|^2\right),$$

so $\|Ty\|\le c\|y\|$.

**Only $d<1$ known.** Now $\mathrm{Re}\langle x,(1+Y)x\rangle\ge(1-d)\|x\|^2$, so $\|(1+Y)^{-1}\|\le1/(1-d)$. The resolvent identity

$$(1+X)^{-1}-(1+Y)^{-1}=(1+X)^{-1}(Y-X)(1+Y)^{-1}$$

bounds the difference by $1\cdot d\cdot 1/(1-d)$.

**Equality.** On a nonzero space, for $X=0$ and $Y=t$, a real number $t>-1$ times the identity, the distance is $|t|$ and the inverses differ by $|t|/(1+t)$. Taking $t=d$ attains the first bound, and $t=-d$ with $d<1$ the second.

## Dielectric operators in Lean

The space `H` is any complex Hilbert space, of finite or infinite dimension, and `H →L[ℂ] H` is the type of bounded operators on it. The inner product `inner ℂ x y` is linear in its second argument, as in Dirac notation.

```lean
import Mathlib

open ContinuousLinearMap

namespace ScreeningErrorPropagation

noncomputable section

variable {H : Type*} [NormedAddCommGroup H] [InnerProductSpace ℂ H] [CompleteSpace H]
```

The name `invEps X` takes $X=\varepsilon-1$ as its argument, not $\varepsilon$. `Ring.inverse` returns zero for an operator that is not invertible; the bounds never use that value, since invertibility is proved in each case.

```lean
/-- The inverse dielectric operator `(1 + X)⁻¹` belonging to `X = ε - 1` if `1 + X` is invertible,
and zero otherwise. -/
def invEps (X : H →L[ℂ] H) : H →L[ℂ] H := Ring.inverse (1 + X)
```

The next two lemmas are the form of $1+X$ and the comparison of the forms of $X$ and $Y$. The second is Cauchy–Schwarz followed by the definition of the operator norm.

```lean
omit [CompleteSpace H] in
/-- The real part of the quadratic form of `ε = 1 + X` is the squared norm plus the real part of the
quadratic form of `X`. -/
theorem form_one_add (X : H →L[ℂ] H) (x : H) :
    (inner ℂ x ((1 + X) x)).re = ‖x‖ ^ 2 + (inner ℂ x (X x)).re := by
  have h : (inner ℂ x x).re = ‖x‖ ^ 2 := inner_self_eq_norm_sq (𝕜 := ℂ) x
  change (inner ℂ x (x + X x)).re = _
  rw [inner_add_right, Complex.add_re, h]

omit [CompleteSpace H] in
/-- The real parts of the quadratic forms of two operators differ by at most the distance of the
operators in operator norm times the squared norm of the vector. -/
theorem form_sub_le (X Y : H →L[ℂ] H) (x : H) :
    |(inner ℂ x (X x)).re - (inner ℂ x (Y x)).re| ≤ ‖X - Y‖ * ‖x‖ ^ 2 := by
  have h : (inner ℂ x (X x)).re - (inner ℂ x (Y x)).re = (inner ℂ x ((X - Y) x)).re := by
    change _ = (inner ℂ x (X x - Y x)).re
    rw [inner_sub_right, Complex.sub_re]
  rw [h]
  calc _ ≤ ‖inner ℂ x ((X - Y) x)‖ := Complex.abs_re_le_norm _
    _ ≤ ‖x‖ * ‖(X - Y) x‖ := norm_inner_le_norm _ _
    _ ≤ ‖x‖ * (‖X - Y‖ * ‖x‖) :=
        mul_le_mul_of_nonneg_left ((X - Y).le_opNorm x) (norm_nonneg x)
    _ = _ := by ring
```

In the invertibility lemma, Mathlib's `isUnit_of_forall_le_norm_inner_map` replaces the argument about the range. The norm bound comes from inserting $x=A^{-1}f$ into the hypothesis and cancelling one factor of $\|A^{-1}f\|$, with the case of a zero factor treated separately.

```lean
/-- An operator whose quadratic form has real part at least `c > 0` times the squared norm is
invertible, and its inverse has norm at most `1 / c`. -/
theorem inverse_of_form_ge {A : H →L[ℂ] H} {c : ℝ} (hc : 0 < c)
    (hA : ∀ x, c * ‖x‖ ^ 2 ≤ (inner ℂ x (A x)).re) :
    IsUnit A ∧ ‖Ring.inverse A‖ ≤ 1 / c := by
  have hu : IsUnit A := by
    refine isUnit_of_forall_le_norm_inner_map A (c := ⟨c, hc.le⟩)
      (NNReal.coe_pos.mp hc) fun x => ?_
    rw [norm_inner_symm]
    change ‖x‖ ^ 2 * c ≤ _
    linarith [hA x, Complex.re_le_norm (inner ℂ x (A x))]
  refine ⟨hu, opNorm_le_bound _ (by positivity) fun f => ?_⟩
  have hf : A (Ring.inverse A f) = f :=
    congrArg (fun T : H →L[ℂ] H => T f) (Ring.mul_inverse_cancel A hu)
  have h1 := hA (Ring.inverse A f)
  rw [hf] at h1
  have h2 := (Complex.re_le_norm _).trans (norm_inner_le_norm (𝕜 := ℂ) (Ring.inverse A f) f)
  rw [one_div, inv_mul_eq_div, le_div_iff₀ hc]
  rcases (norm_nonneg (Ring.inverse A f)).eq_or_lt with h0 | h0
  · rw [← h0, zero_mul]
    exact norm_nonneg f
  · exact le_of_mul_le_mul_left (by nlinarith) h0
```

`X.IsPositive` says that $X$ is Hermitian with a nonnegative quadratic form. With $c=1$ this yields invertibility, the screening equation $(1+X)u=f$ and the norm bound 1.

```lean
/-- For positive semidefinite `X` the dielectric operator `1 + X` is invertible, `invEps X`
solves the screening equation, and its norm is at most one. -/
theorem invEps_of_isPositive {X : H →L[ℂ] H} (hX : X.IsPositive) :
    IsUnit (1 + X) ∧ (∀ f, (1 + X) (invEps X f) = f) ∧ ‖invEps X‖ ≤ 1 := by
  obtain ⟨hu, hn⟩ := inverse_of_form_ge (A := 1 + X) one_pos fun x => by
    have h : 0 ≤ (inner ℂ x (X x)).re := hX.re_inner_nonneg_right x
    rw [form_one_add]
    linarith
  exact ⟨hu, fun f => congrArg (fun T : H →L[ℂ] H => T f) (Ring.mul_inverse_cancel _ hu),
    by rw [div_one] at hn; exact hn⟩
```

## The sharp bound for two positive operators

The polarization step is stated for any symmetric operator `T`. Here `e1` and `e2` evaluate the two cross terms, `h1` and `h2` are the form bounds at $a+b$ and $a-b$, and `key` is $\|a\|^2\le(c\|y\|)^2$.

```lean
omit [CompleteSpace H] in
/-- A symmetric operator whose quadratic form is at most `c > 0` times the squared norm in absolute
value has operator norm at most `c`. -/
theorem norm_le_of_form {T : H →L[ℂ] H} {c : ℝ} (hc : 0 < c)
    (hT : ∀ x y, inner ℂ (T x) y = inner ℂ x (T y))
    (h : ∀ x, |(inner ℂ x (T x)).re| ≤ c * ‖x‖ ^ 2) : ‖T‖ ≤ c := by
  refine opNorm_le_bound _ hc.le fun y => ?_
  obtain ⟨a, ha⟩ : ∃ a, a = T y := ⟨_, rfl⟩
  obtain ⟨b, hb⟩ : ∃ b, b = (c : ℂ) • y := ⟨_, rfl⟩
  have hTb : T b = (c : ℂ) • a := by rw [hb, map_smul, ha]
  have hnb : ‖b‖ = c * ‖y‖ := by
    rw [hb, norm_smul, Complex.norm_real, Real.norm_eq_abs, abs_of_pos hc]
  have haa : (inner ℂ a a).re = ‖a‖ ^ 2 := inner_self_eq_norm_sq (𝕜 := ℂ) a
  have e1 : (inner ℂ a (T b)).re = c * ‖a‖ ^ 2 := by
    rw [hTb, inner_smul_right, Complex.re_ofReal_mul, haa]
  have e2 : (inner ℂ b (T a)).re = c * ‖a‖ ^ 2 := by
    rw [← hT, hTb, inner_smul_left, Complex.conj_ofReal, Complex.re_ofReal_mul, haa]
  -- polarization: compare the form at a + b and at a - b
  have h1 := (abs_le.mp (h (a + b))).2
  have h2 := (abs_le.mp (h (a - b))).1
  simp only [map_add, inner_add_left, inner_add_right, Complex.add_re] at h1
  simp only [map_sub, inner_sub_left, inner_sub_right, Complex.sub_re] at h2
  have hp : c * (‖a + b‖ ^ 2 + ‖a - b‖ ^ 2) = c * (2 * (‖a‖ ^ 2 + (c * ‖y‖) ^ 2)) := by
    rw [← hnb]
    linear_combination c * parallelogram_law_with_norm ℂ a b
  have key : ‖a‖ ^ 2 ≤ (c * ‖y‖) ^ 2 := le_of_mul_le_mul_left (by linarith) hc
  rw [← ha]
  exact (sq_le_sq₀ (norm_nonneg a) (by positivity)).mp key
```

The relative bound follows the trial-vector calculation. `hpos` is positivity at $su-v$, which `simp` expands into the terms displayed above, and `hb` is the estimate of $\langle v,(1+X)v\rangle$. The last line cancels the factor $s$.

```lean
/-- For positive semidefinite `X` and `Y` at distance `d`, the quadratic form of `(1 + Y)⁻¹` is
at most `1 + d` times that of `(1 + X)⁻¹`. -/
theorem form_invEps_le {X Y : H →L[ℂ] H} (hX : X.IsPositive) (hY : Y.IsPositive) (f : H) :
    (inner ℂ f (invEps Y f)).re ≤ (1 + ‖X - Y‖) * (inner ℂ f (invEps X f)).re := by
  have hu := (invEps_of_isPositive hX).2.1 f
  have hv := (invEps_of_isPositive hY).2.1 f
  obtain ⟨u, hu'⟩ : ∃ u, u = invEps X f := ⟨_, rfl⟩
  obtain ⟨v, hv'⟩ : ∃ v, v = invEps Y f := ⟨_, rfl⟩
  rw [← hu'] at hu ⊢
  rw [← hv'] at hv ⊢
  obtain ⟨s, hs⟩ : ∃ s, s = 1 + ‖X - Y‖ := ⟨_, rfl⟩
  have hd := norm_nonneg (X - Y)
  have hsym : inner ℂ u ((1 + X) v) = inner ℂ f v := by
    have h : inner ℂ (X u) v = inner ℂ u (X v) := hX.isSelfAdjoint.isSymmetric u v
    rw [← hu]
    change inner ℂ u (v + X v) = inner ℂ (u + X u) v
    rw [inner_add_left, inner_add_right, h]
  have c1 : (inner ℂ u f).re = (inner ℂ f u).re := inner_re_symm (𝕜 := ℂ) u f
  have c2 : (inner ℂ v f).re = (inner ℂ f v).re := inner_re_symm (𝕜 := ℂ) v f
  -- positivity of 1 + X on the trial vector s u - v
  have hpos : 0 ≤ (inner ℂ ((s : ℂ) • u - v) ((1 + X) ((s : ℂ) • u - v))).re := by
    have h : 0 ≤ (inner ℂ ((s : ℂ) • u - v) (X ((s : ℂ) • u - v))).re :=
      hX.re_inner_nonneg_right _
    rw [form_one_add]
    positivity
  rw [map_sub, map_smul, hu] at hpos
  simp only [inner_sub_left, inner_sub_right, inner_smul_left, inner_smul_right,
    Complex.conj_ofReal, Complex.sub_re, Complex.re_ofReal_mul, hsym, c1, c2] at hpos
  have hXv := form_one_add X v
  have hYv := form_one_add Y v
  rw [hv, c2] at hYv
  have hy : 0 ≤ (inner ℂ v (Y v)).re := hY.re_inner_nonneg_right v
  have hb : (inner ℂ v ((1 + X) v)).re ≤ s * (inner ℂ f v).re := by
    rw [hXv, hYv, hs]
    nlinarith [(abs_le.mp (form_sub_le X Y v)).2, mul_nonneg hd hy]
  rw [← hs]
  exact le_of_mul_le_mul_left (by linarith) (show 0 < s by linarith)
```

The first main theorem assumes positivity of both operators and has no restriction on $d$. `hsym` shows that the inverses are symmetric, and `hle` that their forms are at most $\|f\|^2$. The relative bound is then used in both directions.

```lean
/-- If `X` and `Y` are positive semidefinite and differ by `d` in operator norm, their inverse
dielectric operators differ by at most `d / (1 + d)`. -/
theorem norm_invEps_sub_le {X Y : H →L[ℂ] H} (hX : X.IsPositive) (hY : Y.IsPositive) :
    ‖invEps X - invEps Y‖ ≤ ‖X - Y‖ / (1 + ‖X - Y‖) := by
  rcases eq_or_ne X Y with rfl | hne
  · simp
  have hd : 0 < ‖X - Y‖ := norm_pos_iff.mpr (sub_ne_zero.mpr hne)
  have hsym : ∀ Z : H →L[ℂ] H, Z.IsPositive → ∀ x y,
      inner ℂ (invEps Z x) y = inner ℂ x (invEps Z y) := fun Z hZ x y => by
    have e := (invEps_of_isPositive hZ).2.1
    have h : inner ℂ (Z (invEps Z x)) (invEps Z y) = inner ℂ (invEps Z x) (Z (invEps Z y)) :=
      hZ.isSelfAdjoint.isSymmetric _ _
    calc _ = inner ℂ (invEps Z x) (invEps Z y + Z (invEps Z y)) :=
          congrArg (inner ℂ (invEps Z x)) (e y).symm
      _ = inner ℂ (invEps Z x + Z (invEps Z x)) (invEps Z y) := by
          rw [inner_add_left, inner_add_right, h]
      _ = _ := congrArg (fun t => inner ℂ t (invEps Z y)) (e x)
  have hle : ∀ Z : H →L[ℂ] H, Z.IsPositive → ∀ f,
      (inner ℂ f (invEps Z f)).re ≤ ‖f‖ ^ 2 := fun Z hZ f => by
    have h1 := (Complex.re_le_norm _).trans (norm_inner_le_norm (𝕜 := ℂ) f (invEps Z f))
    have h2 := (invEps Z).le_of_opNorm_le (invEps_of_isPositive hZ).2.2 f
    nlinarith [norm_nonneg f]
  refine norm_le_of_form (by positivity) (fun x y => ?_) fun f => ?_
  · change inner ℂ (invEps X x - invEps Y x) y = inner ℂ x (invEps X y - invEps Y y)
    rw [inner_sub_left, inner_sub_right, hsym X hX, hsym Y hY]
  · change |(inner ℂ f (invEps X f - invEps Y f)).re| ≤ _
    rw [inner_sub_right, Complex.sub_re, div_mul_eq_mul_div]
    -- the relative bound, used in both directions
    have h1 := form_invEps_le hX hY f
    have h2 := form_invEps_le hY hX f
    rw [norm_sub_rev] at h2
    refine abs_sub_le_iff.mpr ⟨?_, ?_⟩ <;> rw [le_div_iff₀ (by positivity)]
    · nlinarith [mul_le_mul_of_nonneg_left (hle X hX f) hd.le]
    · nlinarith [mul_le_mul_of_nonneg_left (hle Y hY f) hd.le]
```

## The bound when only the distance is known

Here `Y` may be any bounded operator, Hermitian or not. The conclusion includes `IsUnit (1 + Y)`, the invertibility of the grid dielectric operator. `hid` is the resolvent identity, and the final chain multiplies the three norms.

```lean
/-- If `X` is positive semidefinite and `Y` is any bounded operator at distance `d < 1`, then
`1 + Y` is invertible and the inverse dielectric operators differ by at most `d / (1 - d)`. -/
theorem norm_invEps_sub_le_of_lt_one {X Y : H →L[ℂ] H} (hX : X.IsPositive)
    (hd : ‖X - Y‖ < 1) :
    IsUnit (1 + Y) ∧ ‖invEps X - invEps Y‖ ≤ ‖X - Y‖ / (1 - ‖X - Y‖) := by
  obtain ⟨hu, -, hn⟩ := invEps_of_isPositive hX
  obtain ⟨hv, hm⟩ := inverse_of_form_ge (A := 1 + Y) (sub_pos.mpr hd) fun x => by
    have h : 0 ≤ (inner ℂ x (X x)).re := hX.re_inner_nonneg_right x
    rw [form_one_add]
    linarith [(abs_le.mp (form_sub_le X Y x)).2]
  refine ⟨hv, ?_⟩
  -- resolvent identity
  have hid : invEps X - invEps Y = invEps X * (Y - X) * invEps Y := by
    have e1 : invEps X * (1 + X) = 1 := Ring.inverse_mul_cancel _ hu
    have e2 : (1 + Y) * invEps Y = 1 := Ring.mul_inverse_cancel _ hv
    calc _ = invEps X * ((1 + Y) * invEps Y) - invEps X * (1 + X) * invEps Y := by
          rw [e1, e2, mul_one, one_mul]
      _ = _ := by noncomm_ring
  rw [hid]
  calc _ ≤ ‖invEps X‖ * ‖Y - X‖ * ‖invEps Y‖ :=
        (norm_mul_le _ _).trans (mul_le_mul_of_nonneg_right (norm_mul_le _ _) (norm_nonneg _))
    _ ≤ 1 * ‖Y - X‖ * (1 / (1 - ‖X - Y‖)) :=
        mul_le_mul (mul_le_mul_of_nonneg_right hn (norm_nonneg _)) hm (norm_nonneg _)
          (by positivity)
    _ = _ := by rw [norm_sub_rev Y X]; ring
```

The scalar family needs a nonzero space, expressed by `Nontrivial H`, because on the zero space every norm vanishes. Its parameter is called `s` in the code and is the $t$ used above, unrelated to $1+d$. The proof writes down the inverse of $1+s$ explicitly.

```lean
/-- On a nonzero space, `X = 0` and the scalar operator `Y = s` with `s > -1` are at distance
`|s|`, and their inverse dielectric operators differ by exactly `|s| / (1 + s)`. -/
theorem norm_invEps_sub_scalar [Nontrivial H] {s : ℝ} (hs : -1 < s) :
    ‖(0 : H →L[ℂ] H) - (s : ℂ) • 1‖ = |s| ∧
      ‖invEps (0 : H →L[ℂ] H) - invEps ((s : ℂ) • 1)‖ = |s| / (1 + s) := by
  have hp : 0 < 1 + s := by linarith
  have hc : (1 + (s : ℂ)) ≠ 0 := by exact_mod_cast hp.ne'
  have h0 : invEps (0 : H →L[ℂ] H) = 1 := by rw [invEps, add_zero, Ring.inverse_one]
  have h1 : invEps ((s : ℂ) • (1 : H →L[ℂ] H)) = (1 + (s : ℂ))⁻¹ • 1 := by
    have hA : 1 + (s : ℂ) • (1 : H →L[ℂ] H) = (1 + (s : ℂ)) • 1 := by rw [add_smul, one_smul]
    rw [invEps, hA]
    exact Ring.inverse_unit (⟨(1 + (s : ℂ)) • 1, (1 + (s : ℂ))⁻¹ • 1,
      by rw [smul_mul_smul_comm, mul_one, mul_inv_cancel₀ hc, one_smul],
      by rw [smul_mul_smul_comm, mul_one, inv_mul_cancel₀ hc, one_smul]⟩ : (H →L[ℂ] H)ˣ)
  have h2 : (1 : H →L[ℂ] H) - (1 + (s : ℂ))⁻¹ • 1 = ((s / (1 + s) : ℝ) : ℂ) • 1 := by
    have e : ((s / (1 + s) : ℝ) : ℂ) = 1 - (1 + (s : ℂ))⁻¹ := by
      push_cast
      rw [div_eq_iff hc, sub_mul, inv_mul_cancel₀ hc]
      ring
    rw [e, sub_smul, one_smul]
  constructor
  · rw [zero_sub, norm_neg, norm_smul, norm_one, mul_one, Complex.norm_real, Real.norm_eq_abs]
  · rw [h0, h1, h2, norm_smul, norm_one, mul_one, Complex.norm_real, Real.norm_eq_abs,
      abs_div, abs_of_pos hp]

end

end ScreeningErrorPropagation
```

```lean
#print axioms ScreeningErrorPropagation.invEps_of_isPositive
-- 'ScreeningErrorPropagation.invEps_of_isPositive' depends on axioms: [propext, Classical.choice, Quot.sound]
#print axioms ScreeningErrorPropagation.norm_invEps_sub_le
-- 'ScreeningErrorPropagation.norm_invEps_sub_le' depends on axioms: [propext, Classical.choice, Quot.sound]
#print axioms ScreeningErrorPropagation.norm_invEps_sub_le_of_lt_one
-- 'ScreeningErrorPropagation.norm_invEps_sub_le_of_lt_one' depends on axioms: [propext, Classical.choice, Quot.sound]
#print axioms ScreeningErrorPropagation.norm_invEps_sub_scalar
-- 'ScreeningErrorPropagation.norm_invEps_sub_scalar' depends on axioms: [propext, Classical.choice, Quot.sound]
```

To apply either theorem to an actual grid, one must supply an estimate of $d$ itself, for instance from the convergence of the $k$-point sum.

## A negative eigenvalue, and the screened energy of a charge

The scalar family also shows what positivity of $Y$ contributes to the first bound. Take $X=0$ and $Y=-\tfrac12$. Then $d=\tfrac12$ and $1+Y=\tfrac12$ is still positive and invertible, but the inverses differ by $1$, not by at most $\tfrac13$. Positivity of the grid $\varepsilon$ alone is therefore not enough; the bound needs more than that.

The relative bound carries over to the screened interaction $W=v^{1/2}\varepsilon^{-1}v^{1/2}$, a consequence drawn here by hand. For a charge density $\rho$ with $v^{1/2}\rho$ in the Hilbert space, put $f=v^{1/2}\rho$. If $X$ and $Y$ are both positive semidefinite, with screened interactions $W_X$ and $W_Y$, then

$$\frac{1}{1+d}\,\langle\rho,W_X\rho\rangle\le\langle\rho,W_Y\rho\rangle\le(1+d)\,\langle\rho,W_X\rho\rangle .$$

The grid thus changes the screened Coulomb energy of any such charge by at most a factor $1+d$ in either direction.
